# For positive bare energies, the Casida quadratic form at v equals the quadratic form of D + 2K at D^(1/2)v

The Casida matrix D² + 2D^(1/2)KD^(1/2) is built from a diagonal matrix D of bare excitation energies and an interaction kernel K. The lemma says that its quadratic form at v equals that of D + 2K, the energy cost of a response, at y = D^(1/2)v. The index set is finite, the entries are real and the bare energies are positive, but K need not be symmetric. The vector v is not normalised, so for nonzero v the common value is v·v times the Rayleigh quotient of the Casida matrix at v. The proof works out the Casida matrix's action on v component by component, then matches the two sums term by term, using the fact that the square root of each bare energy squares back to that energy.

An attempt in Lean 4 with a fault in it:

```lean
import Mathlib

open Matrix

namespace CasidaForm

noncomputable section

variable {n : Type*} [Fintype n] [DecidableEq n]

/-- The vector `D^(1/2) y`, where `D` is the diagonal matrix of bare excitation energies `ω`. -/
def rootScale (ω y : n → ℝ) : n → ℝ := fun i => Real.sqrt (ω i) * y i

/-- The Casida matrix `D² + 2 D^(1/2) K D^(1/2)` of bare energies `ω` and interaction kernel `K`. -/
def casida (ω : n → ℝ) (K : Matrix n n ℝ) : Matrix n n ℝ :=
  diagonal (fun i => ω i ^ 2) +
    (2 : ℝ) • (diagonal (fun i => Real.sqrt (ω i)) * K * diagonal (fun i => Real.sqrt (ω i)))

/-- The quadratic form of `D + 2K`: the energy cost of a response `y`. -/
def stiffness (ω : n → ℝ) (K : Matrix n n ℝ) (y : n → ℝ) : ℝ :=
  ∑ i, ω i * y i ^ 2 + 2 * (y ⬝ᵥ K *ᵥ y)

variable {ω w : n → ℝ} {K F : Matrix n n ℝ}

/-- For positive bare energies, the Casida quadratic form at `v` is the stiffness
at `D^(1/2) v`. -/
theorem casida_form (hω : ∀ i, 0 < ω i) (v : n → ℝ) :
    v ⬝ᵥ casida ω K *ᵥ v = stiffness ω K (rootScale ω v) := by
  have hs : diagonal (fun i => Real.sqrt (ω i)) *ᵥ v = rootScale ω v := by
    ext i
    simp [mulVec_diagonal, rootScale]
  have hv : casida ω K *ᵥ v = fun i =>
      ω i ^ 2 * v i + 2 * (Real.sqrt (ω i) * (K *ᵥ rootScale ω v) i) := by
    rw [casida, add_mulVec, smul_mulVec, ← mulVec_mulVec, ← mulVec_mulVec, hs]
    ext i
    simp [mulVec_diagonal]
  have hd : rootScale ω v ⬝ᵥ K *ᵥ rootScale ω v
      = ∑ i, rootScale ω v i * (K *ᵥ rootScale ω v) i := rfl
  rw [hv, stiffness, hd, Finset.mul_sum, ← Finset.sum_add_distrib]
  refine Finset.sum_congr rfl fun i _ => ?_
  have h := Real.sq_sqrt (hω i).le
  have hr : rootScale ω v i = Real.sqrt (ω i) * v i := rfl
  rw [hr]
  linear_combination (-(ω i * v i ^ 2)) * h

end

end CasidaForm
```

The error:

```
Main.lean:33:72: error: unsolved goals
n : Type u_1
inst✝¹ : Fintype n
inst✝ : DecidableEq n
ω : n → ℝ
K : Matrix n n ℝ
hω : ∀ (i : n), 0 < ω i
v : n → ℝ
hs : (diagonal fun i => √(ω i)) *ᵥ v = rootScale ω v
i : n
⊢ (((diagonal fun i => √(ω i)) * K) *ᵥ rootScale ω v) i = √(ω i) * (K *ᵥ rootScale ω v) i
```

Cause. The message shows what `simp` left unproved in `hv`, the formula for the components of the Casida matrix applied to v. The remaining equation is true, but on its left the diagonal matrix is multiplied into `K` before acting on `rootScale ω v`.

The `rw` line had already separated them. Its two uses of `← mulVec_mulVec` split the triple product into successive actions on a vector, so that, after `hs`, the diagonal matrix acted on `K *ᵥ rootScale ω v`. That is the shape `mulVec_diagonal` needs to turn the `i`-th component into `√(ω i)` times the `i`-th component of that vector. But `mulVec_mulVec` is itself a `simp` lemma, used in the opposite direction, so `simp` merged the two matrices again. The matrix acting on the vector was then a product, not a `diagonal`, and `mulVec_diagonal` no longer matched.

The single change, `-Matrix.mulVec_mulVec`, bars `simp` from using that lemma in this call. The matrices stay apart, `mulVec_diagonal` applies, and the goal closes.

The mended proof, as a diff:

```diff
@@ -34,5 +34,5 @@
     rw [casida, add_mulVec, smul_mulVec, ← mulVec_mulVec, ← mulVec_mulVec, hs]
     ext i
-    simp [mulVec_diagonal]
+    simp [mulVec_diagonal, -Matrix.mulVec_mulVec]
   have hd : rootScale ω v ⬝ᵥ K *ᵥ rootScale ω v
       = ∑ i, rootScale ω v i * (K *ᵥ rootScale ω v) i := rfl
```
